# A differentiable energy density of two spin densities is homogeneous exactly when its potentials obey Euler's relation

A program for spin-density functional calculations often contains the energy density and the two spin potentials as separately written formulas. If a factor of 4/3 is lost in the exchange potentials, the self-consistency cycle may still converge, but in general to spin densities that do not make the coded energy stationary. The total energy can then look plausible and still be wrong. For an energy density that scales as a power of the densities, a pointwise identity ties the potentials to the energy and exposes this error.

Let $a$ and $b$ be the spin-up and spin-down densities at a point, usually written $n_\uparrow$ and $n_\downarrow$, and let $f(a,b)$ be the energy per volume. Write $f_a$ and $f_b$ for its partial derivatives. Suppose that $f$ is differentiable wherever $a,b>0$, and let $k$ be any real number. Then

$$f(la,lb)=l^k f(a,b)\quad\text{for all } l,a,b>0$$

if and only if

$$a f_a(a,b)+b f_b(a,b)=k f(a,b)\quad\text{for all } a,b>0 .$$

This is Euler's theorem on homogeneous functions, for two variables and on the open positive quadrant. The factor $l$ multiplies the density values; it does not stretch the coordinates.

## Scaling both spin densities together

Fix $a,b>0$ and move along the ray $(ta,tb)$ with $t>0$. The chain rule gives

$$\frac{d}{dt}f(ta,tb)=a f_a(ta,tb)+b f_b(ta,tb).$$

Assume the scaling law. Then $f(ta,tb)=t^k f(a,b)$ for every $t>0$, and the right-hand side has derivative $k t^{k-1}f(a,b)$. Equating the two derivatives at $t=1$ gives Euler's relation.

Now assume Euler's relation and set $g(t)=t^{-k}f(ta,tb)$. The product rule gives

$$g'(t)=t^{-k-1}\bigl[ta\,f_a(ta,tb)+tb\,f_b(ta,tb)-k f(ta,tb)\bigr].$$

The bracket is Euler's relation at the point $(ta,tb)$, so it vanishes. Hence $g$ is constant on $t>0$, and $g(l)=g(1)$ reads $l^{-k}f(la,lb)=f(a,b)$, which is the scaling law.

For $k=0$ the function $f$ is constant along each ray. A purely mathematical example, not a physical energy density, is $f=(a-b)/(a+b)$, with $f_a=2b/(a+b)^2$ and $f_b=-2a/(a+b)^2$, for which $af_a+bf_b=0$.

## Potentials, polarization and local exchange

The potentials of a homogeneous energy density scale too. Differentiating $f(lx,lb)=l^k f(x,b)$ with respect to $x$ at $x=a$ gives $l f_a(la,lb)=l^k f_a(a,b)$, so $f_a$ has degree $k-1$. The same holds for $f_b$.

Let $n=a+b$ be the total density and $\zeta=(a-b)/n$ the relative spin polarization. Then $a=n(1+\zeta)/2$ and $b=n(1-\zeta)/2$. Scaling up from unit total density by the factor $n$ gives

$$f(a,b)=n^k F(\zeta),\qquad F(\zeta)=f\!\left(\tfrac{1+\zeta}{2},\tfrac{1-\zeta}{2}\right).$$

Conversely, any $f$ of the form $n^kF(\zeta)$ is homogeneous of degree $k$, because scaling changes $n$ to $ln$ and leaves $\zeta$ alone. No derivative is used here.

Local exchange has $f=-C(a^{4/3}+b^{4/3})$. The constant $C$ sets the strength of exchange in the uniform electron gas; in atomic units it is $\tfrac34(6/\pi)^{1/3}$. Since $(la)^{4/3}=l^{4/3}a^{4/3}$, the degree is $4/3$. Directly, $af_a=-\tfrac43Ca^{4/3}$ and $bf_b=-\tfrac43Cb^{4/3}$, whose sum is $\tfrac43f$. If both potentials lack the factor 4/3, the sum is $f$ and the error shows. Errors that cancel in the weighted sum remain hidden.

## Densities and potentials as Lean functions

```lean
import Mathlib

open Set Filter Topology

namespace SpinDensityEuler

noncomputable section
```

An energy density is a function `f : ℝ × ℝ → ℝ`, with the spin-up density as first component. Lean needs a value at every pair of reals, but the hypotheses concern only positive pairs.

```lean
/-- The energy density `f` is differentiable at every pair of positive spin densities. -/
def SpinDifferentiable (f : ℝ × ℝ → ℝ) : Prop :=
  ∀ a b : ℝ, 0 < a → 0 < b → DifferentiableAt ℝ f (a, b)
```

`SpinDifferentiable` asks for a total derivative at each positive pair. Points with a vanishing spin density, and so fully polarized regions, are excluded.

```lean
/-- The energy density `f` scales with the power `k` when both positive spin densities
are multiplied by the same positive factor. -/
def IsHomogeneous (k : ℝ) (f : ℝ × ℝ → ℝ) : Prop :=
  ∀ l a b : ℝ, 0 < l → 0 < a → 0 < b → f (l * a, l * b) = l ^ k * f (a, b)
```

`IsHomogeneous` means homogeneity under positive factors on the positive quadrant only, which asks less of `f` than homogeneity on the whole plane. The exponent `k` is real, so 4/3 is allowed.

```lean
/-- The spin-up potential: the partial derivative of `f` in the spin-up density. -/
def vUp (f : ℝ × ℝ → ℝ) (p : ℝ × ℝ) : ℝ := deriv (fun x => f (x, p.2)) p.1

/-- The spin-down potential: the partial derivative of `f` in the spin-down density. -/
def vDown (f : ℝ × ℝ → ℝ) (p : ℝ × ℝ) : ℝ := deriv (fun y => f (p.1, y)) p.2
```

`vUp` and `vDown` are one-variable derivatives with the other density held fixed, that is, $f_a$ and $f_b$. The step from here to a Kohn–Sham calculation is the identification of $f_a$ and $f_b$, evaluated at the local densities, with the functional derivatives of $\int f(n_\uparrow(\mathbf r),n_\downarrow(\mathbf r))\,d^3r$. That identification holds for local functionals; density gradients would add further terms.

## The chain rule along a ray

```lean
/-- Chain rule along a ray: for an energy density `f` differentiable at positive spin densities and
for positive `a`, `b` and `l`, the derivative of `f (t * a, t * b)` in `t` at `t = l` is `a` times
the spin-up potential plus `b` times the spin-down potential, both taken at `(l * a, l * b)`. -/
theorem hasDerivAt_ray {f : ℝ × ℝ → ℝ} (hf : SpinDifferentiable f) {a b l : ℝ}
    (ha : 0 < a) (hb : 0 < b) (hl : 0 < l) :
    HasDerivAt (fun t => f (t * a, t * b))
      (a * vUp f (l * a, l * b) + b * vDown f (l * a, l * b)) l := by
  have hd := hf (l * a) (l * b) (mul_pos hl ha) (mul_pos hl hb)
  have chain : ∀ (c : ℝ → ℝ × ℝ) (c' : ℝ × ℝ) (t : ℝ), DifferentiableAt ℝ f (c t) →
      HasDerivAt c c' t → HasDerivAt (fun s => f (c s)) (fderiv ℝ f (c t) c') t :=
    fun c c' t h hc => h.hasFDerivAt.comp_hasDerivAt t hc
  -- the potentials are the components of the total derivative
  have hu : vUp f (l * a, l * b) = fderiv ℝ f (l * a, l * b) (1, 0) :=
    (chain (fun x => (x, l * b)) (1, 0) (l * a) hd
      ((hasDerivAt_id' _).prodMk (hasDerivAt_const _ _))).deriv
  have hv : vDown f (l * a, l * b) = fderiv ℝ f (l * a, l * b) (0, 1) :=
    (chain (fun y => (l * a, y)) (0, 1) (l * b) hd
      ((hasDerivAt_const _ _).prodMk (hasDerivAt_id' _))).deriv
  have lin : ∀ L : ℝ × ℝ →L[ℝ] ℝ, L (a, b) = a * L (1, 0) + b * L (0, 1) := by
    intro L
    have h := L.map_add (a • ((1 : ℝ), (0 : ℝ))) (b • ((0 : ℝ), (1 : ℝ)))
    rw [L.map_smul, L.map_smul] at h
    simpa using h
  rw [hu, hv, ← lin]
  exact chain (fun t => (t * a, t * b)) (a, b) l hd
    ((hasDerivAt_mul_const a).prodMk (hasDerivAt_mul_const b))
```

The theorem states the derivative of $f(ta,tb)$ at $t=l$ in terms of the two potentials. Inside the proof, `chain` is the chain rule for $f$ along any differentiable curve. Applied to a horizontal and a vertical line through $(la,lb)$, it identifies the potentials with the total derivative in the directions $(1,0)$ and $(0,1)$. The statement `lin` uses linearity to split the direction $(a,b)$ into these two, and a last use of `chain` on the ray itself finishes the argument.

## The equivalence of scaling and Euler's relation

```lean
/-- Euler's theorem for spin densities: a differentiable energy density is homogeneous of
real degree `k` on positive spin densities if and only if its spin potentials satisfy
`a f_a + b f_b = k f` there. -/
theorem homogeneous_iff_euler {f : ℝ × ℝ → ℝ} (hf : SpinDifferentiable f) (k : ℝ) :
    IsHomogeneous k f ↔
      ∀ a b : ℝ, 0 < a → 0 < b → a * vUp f (a, b) + b * vDown f (a, b) = k * f (a, b) := by
  constructor
  · intro h a b ha hb
    -- differentiate the scaling law at scale factor one
    have h1 := hasDerivAt_ray hf ha hb one_pos
    have h2 : HasDerivAt (fun t : ℝ => t ^ k * f (a, b))
        (k * (1 : ℝ) ^ (k - 1) * f (a, b)) 1 :=
      (Real.hasDerivAt_rpow_const (Or.inl one_ne_zero)).mul_const _
    have he : (fun t : ℝ => f (t * a, t * b)) =ᶠ[𝓝 1] fun t => t ^ k * f (a, b) := by
      filter_upwards [Ioi_mem_nhds (zero_lt_one' ℝ)] with t ht
      exact h t a b ht ha hb
    have h3 := h1.unique (h2.congr_of_eventuallyEq he)
    simpa only [one_mul, Real.one_rpow, mul_one] using h3
  · intro h l a b hl ha hb
    -- the rescaled energy density has zero derivative along the ray
    have hg : ∀ t ∈ Ioi (0 : ℝ),
        HasDerivAt (fun t : ℝ => t ^ (-k) * f (t * a, t * b)) 0 t := by
      intro t ht
      have ht' : 0 < t := ht
      have h1 : HasDerivAt (fun t : ℝ => t ^ (-k)) (-k * t ^ (-k - 1)) t :=
        Real.hasDerivAt_rpow_const (Or.inl ht'.ne')
      refine (h1.fun_mul (hasDerivAt_ray hf ha hb ht')).congr_deriv ?_
      have e : t ^ (-k) = t ^ (-k - 1) * t := by
        rw [← Real.rpow_add_one ht'.ne', sub_add_cancel]
      have E := h (t * a) (t * b) (mul_pos ht' ha) (mul_pos ht' hb)
      rw [e]
      linear_combination t ^ (-k - 1) * E
    have hc := isOpen_Ioi.is_const_of_deriv_eq_zero isPreconnected_Ioi
      (fun t ht => (hg t ht).differentiableAt.differentiableWithinAt)
      (fun t ht => (hg t ht).deriv) (mem_Ioi.2 hl) (mem_Ioi.2 (zero_lt_one' ℝ))
    simp only [Real.one_rpow, one_mul] at hc
    have hk : l ^ k * l ^ (-k) = 1 := by
      rw [← Real.rpow_add hl, add_neg_cancel, Real.rpow_zero]
    linear_combination l ^ k * hc - f (l * a, l * b) * hk
```

The statement is the equivalence claimed at the start, for one fixed `k` and a differentiable `f`.

In the first half, `h1` and `h2` are the derivatives of the two sides of the scaling law at $t=1$. The law holds only for positive $t$, so `he` records that the two sides agree near 1, which is enough for their derivatives to be equal.

In the second half, `hg` shows that $g$ has derivative zero at every $t>0$. There `E` is Euler's relation at $(ta,tb)$, and it is multiplied by $t^{-k-1}$ as in the calculation above. The half-line $t>0$ is open and connected, so $g$ takes equal values at $l$ and 1. Multiplying by $l^k$, with `hk` supplying $l^kl^{-k}=1$, gives the scaling law.

Some regularity of $f$ is needed. The function $f(a,b)=\max(a,b)$ is continuous and homogeneous of degree 1, but at $a=b=1$ neither partial derivative exists. Lean assigns both the value 0, and the relation would read $0=1$. Continuity of $f$ is therefore not enough; the example does not decide whether the existence of both partial derivatives would be.

## Scaling of the spin potentials

```lean
/-- The spin-up potential of a differentiable energy density that is homogeneous of
degree `k` is homogeneous of degree `k - 1`. -/
theorem vUp_homogeneous {f : ℝ × ℝ → ℝ} (hf : SpinDifferentiable f) {k : ℝ}
    (h : IsHomogeneous k f) : IsHomogeneous (k - 1) (vUp f) := by
  intro l a b hl ha hb
  have hup : ∀ x y : ℝ, 0 < x → 0 < y →
      HasDerivAt (fun s => f (s, y)) (vUp f (x, y)) x := by
    intro x y hx hy
    have hd : DifferentiableAt ℝ (fun s => f (s, y)) x :=
      DifferentiableAt.comp (f := fun s : ℝ => (s, y)) x (hf x y hx hy) (by fun_prop)
    exact hd.hasDerivAt
  have hm : HasDerivAt (fun x : ℝ => l * x) l a := by
    simpa using (hasDerivAt_id' a).const_mul l
  -- differentiate both sides of the scaling law in the spin-up density
  have h1 : HasDerivAt (fun x => f (l * x, l * b)) (vUp f (l * a, l * b) * l) a :=
    HasDerivAt.comp (h := fun x : ℝ => l * x) a
      (hup (l * a) (l * b) (mul_pos hl ha) (mul_pos hl hb)) hm
  have h2 := (hup a b ha hb).const_mul (l ^ k)
  have he : (fun x => f (l * x, l * b)) =ᶠ[𝓝 a] fun x => l ^ k * f (x, b) := by
    filter_upwards [Ioi_mem_nhds ha] with x hx
    exact h l x b hl hx hb
  have h3 := h1.unique (h2.congr_of_eventuallyEq he)
  have e : l ^ k = l ^ (k - 1) * l := by
    rw [← Real.rpow_add_one hl.ne', sub_add_cancel]
  rw [e] at h3
  apply mul_right_cancel₀ hl.ne'
  linear_combination h3
```

Here `hup` says that the spin-up potential really is the derivative in the spin-up density. The two sides of the scaling law are differentiated in that density, which gives $l f_a(la,lb)=l^kf_a(a,b)$. Writing $l^k=l^{k-1}l$ and cancelling $l$ gives degree $k-1$.

```lean
/-- The spin-down potential of a differentiable energy density that is homogeneous of
degree `k` is homogeneous of degree `k - 1`. -/
theorem vDown_homogeneous {f : ℝ × ℝ → ℝ} (hf : SpinDifferentiable f) {k : ℝ}
    (h : IsHomogeneous k f) : IsHomogeneous (k - 1) (vDown f) := by
  -- exchange the two spin channels
  have hs : SpinDifferentiable (fun p => f (p.2, p.1)) := fun a b ha hb =>
    DifferentiableAt.comp (f := fun p : ℝ × ℝ => (p.2, p.1)) (a, b) (hf b a hb ha)
      (by fun_prop)
  have hh : IsHomogeneous k (fun p => f (p.2, p.1)) :=
    fun l a b hl ha hb => h l b a hl hb ha
  exact fun l a b hl ha hb => vUp_homogeneous hs hh l b a hl hb ha
```

The spin-down case follows by exchanging the two densities. The swapped function is still differentiable and homogeneous, and its spin-up potential at $(b,a)$ is the spin-down potential of `f` at $(a,b)$.

## Total density and relative polarization

```lean
/-- An energy density is homogeneous of degree `k` on positive spin densities if and only if
it is there the `k`-th power of the total density times a function of the relative spin
polarization. -/
theorem homogeneous_iff_polarization (f : ℝ × ℝ → ℝ) (k : ℝ) :
    IsHomogeneous k f ↔ ∃ F : ℝ → ℝ, ∀ a b : ℝ, 0 < a → 0 < b →
      f (a, b) = (a + b) ^ k * F ((a - b) / (a + b)) := by
  constructor
  · intro h
    refine ⟨fun z => f ((1 + z) / 2, (1 - z) / 2), fun a b ha hb => ?_⟩
    have hn : 0 < a + b := add_pos ha hb
    have hz : (a + b) * ((a - b) / (a + b)) = a - b := by field_simp
    -- scale up from unit total density
    have h1 : (a + b) * ((1 + (a - b) / (a + b)) / 2) = a := by
      linear_combination hz / 2
    have h2 : (a + b) * ((1 - (a - b) / (a + b)) / 2) = b := by
      linear_combination -hz / 2
    have h3 := h (a + b) _ _ hn
      ((mul_pos_iff_of_pos_left hn).1 (h1.symm ▸ ha))
      ((mul_pos_iff_of_pos_left hn).1 (h2.symm ▸ hb))
    rw [h1, h2] at h3
    exact h3
  · rintro ⟨F, h⟩ l a b hl ha hb
    rw [h (l * a) (l * b) (mul_pos hl ha) (mul_pos hl hb), h a b ha hb, ← mul_add,
      ← mul_sub, mul_div_mul_left _ _ hl.ne', Real.mul_rpow hl.le (add_pos ha hb).le,
      mul_assoc]
```

This equivalence holds for every `f`, differentiable or not. For the forward direction the proof supplies the $F$ found above. The identities `h1` and `h2` say that multiplying the unit-density pair by $a+b$ returns $a$ and $b$; they also show that this pair is positive, so the scaling law applies to it. In the other direction, the common factor $l$ cancels in the polarization and comes out of the total density as $l^k$.

## Local exchange

```lean
/-- The local exchange energy density `-C (a^(4/3) + b^(4/3))` of two spin densities. -/
def localExchange (C : ℝ) (p : ℝ × ℝ) : ℝ :=
  -C * (p.1 ^ (4 / 3 : ℝ) + p.2 ^ (4 / 3 : ℝ))
```

The constant `C` is an arbitrary real number, so the result does not depend on the strength or sign of the exchange term.

```lean
/-- For positive spin densities, the density-weighted sum of the local exchange potentials
is four thirds of the local exchange energy density. -/
theorem localExchange_euler (C : ℝ) {a b : ℝ} (ha : 0 < a) (hb : 0 < b) :
    a * vUp (localExchange C) (a, b) + b * vDown (localExchange C) (a, b)
      = 4 / 3 * localExchange C (a, b) := by
  have hd : SpinDifferentiable (localExchange C) := fun x y hx hy =>
    ((differentiableAt_fst.rpow_const (Or.inl hx.ne')).add
      (differentiableAt_snd.rpow_const (Or.inl hy.ne'))).const_mul (-C)
  refine (homogeneous_iff_euler hd (4 / 3)).1 ?_ a b ha hb
  intro l x y hl hx hy
  simp only [localExchange]
  rw [Real.mul_rpow hl.le hx.le, Real.mul_rpow hl.le hy.le]
  ring

end

end SpinDensityEuler
```

The theorem gives $af_a+bf_b=\tfrac43f$ for local exchange at positive spin densities. The proof first establishes differentiability, since a real power is differentiable away from zero. It then checks the scaling law by taking $l^{4/3}$ out of each term, and applies the equivalence from left to right. In electronic-structure work this relates the local exchange potentials to the exchange energy density at each point where both spin densities are positive. Correlation in the uniform electron gas does not follow a single power of the density, so no such relation with fixed $k$ is available for it.

```lean
#print axioms SpinDensityEuler.homogeneous_iff_euler
#print axioms SpinDensityEuler.vDown_homogeneous
#print axioms SpinDensityEuler.homogeneous_iff_polarization
#print axioms SpinDensityEuler.localExchange_euler
```

```
'SpinDensityEuler.homogeneous_iff_euler' depends on axioms: [propext, Classical.choice, Quot.sound]
'SpinDensityEuler.vDown_homogeneous' depends on axioms: [propext, Classical.choice, Quot.sound]
'SpinDensityEuler.homogeneous_iff_polarization' depends on axioms: [propext, Classical.choice, Quot.sound]
'SpinDensityEuler.localExchange_euler' depends on axioms: [propext, Classical.choice, Quot.sound]
```
